# On a finite-range chain with spiral symmetry, a spiral wave solves $H\psi=E\psi$ exactly when its amplitude solves $H(k)c=Ec$

Q: Take a chain of magnetic atoms whose moments turn about a fixed axis by the same angle $\theta$ from each atom to the next. An electron hopping along it sees an exchange field that changes direction from one site to the next. If $\theta/2\pi$ is irrational, the field never repeats and there is no supercell. How can a wave number and a small matrix still describe the electron?

A: The chain looks the same again if you move by one site and also turn the spin by $\theta$. Let $H(R,R')$ be the matrix that takes the electron's spin and orbital components at site $R'$ to those at site $R$, with $R,R'$ integers. Let $U$ be the matrix of the spin rotation. The symmetry reads

$$H(R+1,R'+1)=U\,H(R,R')\,U^{-1}.$$

An exchange field that turns with the moments satisfies this, and so does spin-independent hopping that depends only on $R-R'$. Spin–orbit coupling generally breaks it, because it ties the spin to the lattice directions.

Q: And the electron's wave function?

A: Try a plane wave whose spin turns with the chain, $\psi(R)=e^{ikR}U^Rc$, with $k$ a real wave number and $c$ the amplitude at site 0. Repeating the symmetry $m$ times gives $H(R+m,R'+m)=U^mH(R,R')U^{-m}$, for negative $m$ too. Write the source site as $R'=R-r$ and shift by $m=R-r$:

$$H(R,R-r)=U^{R-r}H(r,0)\,U^{-(R-r)}.$$

When this acts on $\psi(R-r)$, the powers of $U$ next to $c$ cancel:

$$H(R,R-r)\psi(R-r)=e^{ik(R-r)}U^{R-r}H(r,0)c=e^{ikR}U^R\left[e^{-ikr}U^{-r}H(r,0)c\right].$$

The bracket does not depend on $R$. If the hopping has finite range, only finitely many $r$ contribute, and summing over them gives

$$(H\psi)(R)=e^{ikR}U^R\,H(k)c,\qquad H(k)=\sum_r e^{-ikr}U^{-r}H(r,0).$$

So $H$ turns the spiral wave with amplitude $c$ into the one with amplitude $H(k)c$. If $H\psi=E\psi$, site 0 gives $H(k)c=Ec$. Conversely, if $H(k)c=Ec$, multiplying by $e^{ikR}U^R$ gives the equation at every site.

Q: That convinces me by hand. What does the Lean version take as the electron's internal space?

A: A finite index set `n`, which labels spin and orbital components together. For a single orbital with spin it has two elements.

```lean
import Mathlib

open scoped Matrix BigOperators

namespace SpinSpiralBloch

noncomputable section

variable {n : Type*} [Fintype n] [DecidableEq n]
```

Q: Where does the symmetry enter, and is it derived from a magnetic structure?

A: It is assumed, as the field `covariant` below. The other field says that hopping vanishes beyond some distance $N$. This stands for localised orbitals whose matrix elements are cut off.

```lean
/-- The hopping `H` has finite range, and moving both sites by one lattice step
conjugates it with the invertible matrix `U`. -/
structure IsSpiral (U : (Matrix n n ℂ)ˣ) (H : ℤ → ℤ → Matrix n n ℂ) : Prop where
  finite_range : ∃ N : ℤ, ∀ R R', N < |R - R'| → H R R' = 0
  covariant : ∀ R R', H (R + 1) (R' + 1) = U.val * H R R' * U⁻¹.val
```

Q: You called $U$ a rotation, but I see no unitarity.

A: Only invertibility is required. The type `(Matrix n n ℂ)ˣ` consists of matrices that come with an inverse, so negative powers are genuine. A spin rotation is the physical case. Hermiticity of $H$ isn't assumed either, which is why $E$ is a complex number in the theorems.

Q: Does the Hamiltonian act on the infinite chain, or on a ring?

A: On the infinite chain, with no boundary condition and no normalisation. A wave function is any function from the integers to complex vectors, so extended waves are allowed. The comment in the next code block calls this whole function an amplitude; elsewhere that word means the vector $c$ at site 0.

```lean
/-- The action of a finite-range hopping on an amplitude: `(H ψ)(R) = ∑ H(R,R') ψ(R')`. -/
def hop (H : ℤ → ℤ → Matrix n n ℂ) (ψ : ℤ → n → ℂ) (R : ℤ) : n → ℂ :=
  ∑ᶠ R' : ℤ, H R R' *ᵥ ψ R'
```

The symbol `∑ᶠ` is a sum over all integers that returns zero when infinitely many terms are nonzero; finite range prevents that case here.

Q: Is $k$ the usual crystal momentum?

A: Not quite. The lattice spacing is 1, so $k$ is a phase per site, measured relative to the turning frame. Replacing $U$ by $e^{i\alpha}U$ leaves the symmetry condition unchanged but shifts the origin of $k$ by $\alpha$. A band plot therefore needs the phase convention of $U$ alongside it.

```lean
/-- The spiral wave `ψ(R) = exp(i k R) U^R c`. -/
def spiralWave (U : (Matrix n n ℂ)ˣ) (k : ℝ) (c : n → ℂ) (R : ℤ) : n → ℂ :=
  Complex.exp (Complex.I * k * R) • ((U ^ R).val *ᵥ c)
```

The matrix $H(k)$ is called `blochMatrix`. It uses the column of site 0, so $r$ is the target site minus the source site, and the phase carries a minus sign.

```lean
/-- The Bloch matrix `H(k) = ∑ exp(-i k r) U^(-r) H(r,0)` of a finite-range hopping. -/
def blochMatrix (U : (Matrix n n ℂ)ˣ) (H : ℤ → ℤ → Matrix n n ℂ) (k : ℝ) : Matrix n n ℂ :=
  ∑ᶠ r : ℤ, Complex.exp (-(Complex.I * k * r)) • ((U ^ (-r)).val * H r 0)
```

Q: Now the proof. Does it follow your calculation?

A: Closely. `IsSpiral.shift` is the repeated symmetry, by induction on the integer $m$ in both directions. Going up, it applies `covariant` once more. Going down, it undoes one step by multiplying with $U^{-1}$ on the left and $U$ on the right.

```lean
variable {U : (Matrix n n ℂ)ˣ} {H : ℤ → ℤ → Matrix n n ℂ}

/-- For a spiral hopping, moving both sites by `m` steps conjugates the hopping with `U^m`. -/
theorem IsSpiral.shift (h : IsSpiral U H) (m R R' : ℤ) :
    H (R + m) (R' + m) = (U ^ m).val * H R R' * (U ^ (-m)).val := by
  induction m using Int.induction_on with
  | zero => simp only [add_zero, neg_zero, zpow_zero, Units.val_one, one_mul, mul_one]
  | succ i ih =>
    have e1 : U ^ ((i : ℤ) + 1) = U * U ^ (i : ℤ) := by rw [add_comm, zpow_one_add]
    have e2 : U ^ (-((i : ℤ) + 1)) = U ^ (-(i : ℤ)) * U⁻¹ := by
      rw [neg_add, zpow_add, zpow_neg_one]
    rw [← add_assoc, ← add_assoc, h.covariant, ih, e1, e2, Units.val_mul, Units.val_mul]
    simp only [mul_assoc]
  | pred i ih =>
    have key := h.covariant (R + (-(i : ℤ) - 1)) (R' + (-(i : ℤ) - 1))
    rw [show R + (-(i : ℤ) - 1) + 1 = R + -(i : ℤ) by ring,
      show R' + (-(i : ℤ) - 1) + 1 = R' + -(i : ℤ) by ring, ih] at key
    have e1 : U ^ (-(i : ℤ) - 1) = U⁻¹ * U ^ (-(i : ℤ)) := by
      rw [sub_eq_add_neg, add_comm, zpow_add, zpow_neg_one]
    have e2 : U ^ (-(-(i : ℤ) - 1)) = U ^ (-(-(i : ℤ))) * U := by
      rw [show -(-(i : ℤ) - 1) = -(-(i : ℤ)) + 1 by ring, zpow_add_one]
    -- undo one step of the covariance
    calc H (R + (-(i : ℤ) - 1)) (R' + (-(i : ℤ) - 1))
        = U⁻¹.val * (U.val * H (R + (-(i : ℤ) - 1)) (R' + (-(i : ℤ) - 1)) * U⁻¹.val)
            * U.val := by
          simp only [mul_assoc, Units.inv_mul, mul_one, Units.inv_mul_cancel_left]
      _ = _ := by
          rw [← key, e1, e2, Units.val_mul, Units.val_mul]
          simp only [mul_assoc]
```

Next, `hop_eq_sum` makes the substitution $R'=R-r$ and uses the range to reduce the sum to $-N\le r\le N$.

```lean
omit [DecidableEq n] in
/-- For a hopping of range `N`, the action at site `R` is a sum over distances up to `N`. -/
theorem hop_eq_sum {N : ℤ} (hN : ∀ R R', N < |R - R'| → H R R' = 0)
    (ψ : ℤ → n → ℂ) (R : ℤ) :
    hop H ψ R = ∑ r ∈ Finset.Icc (-N) N, H R (R - r) *ᵥ ψ (R - r) := by
  have e : hop H ψ R = ∑ᶠ r : ℤ, H R (R - r) *ᵥ ψ (R - r) :=
    (finsum_comp_equiv (Equiv.subLeft R) (f := fun R' => H R R' *ᵥ ψ R')).symm
  rw [e]
  refine finsum_eq_sum_of_support_subset _ fun r hr => ?_
  rw [Function.mem_support] at hr
  rw [Finset.mem_coe, Finset.mem_Icc, ← abs_le]
  by_contra hlt
  refine hr ?_
  rw [hN R (R - r) (by rw [sub_sub_cancel]; exact not_le.mp hlt), Matrix.zero_mulVec]
```

Q: And the cancellation of the powers of $U$?

A: That is the core of `hop_spiralWave`. The step `hB` cuts the sum for $H(k)$ to the same distances. The additive map `g` carries the common factor $e^{ikR}U^R$, and the action on $c$, through the sum, so the two sides can be compared term by term. Then `hc` shifts the hopping by $R-r$, `key` states $H(R,R-r)U^{R-r}=U^RU^{-r}H(r,0)$, and `hexp` splits the phase.

```lean
/-- A spiral hopping maps the spiral wave with amplitude `c` to the one with
amplitude `H(k) c`. -/
theorem hop_spiralWave (h : IsSpiral U H) (k : ℝ) (c : n → ℂ) :
    hop H (spiralWave U k c) = spiralWave U k (blochMatrix U H k *ᵥ c) := by
  obtain ⟨N, hN⟩ := h.finite_range
  have hB : blochMatrix U H k = ∑ r ∈ Finset.Icc (-N) N,
      Complex.exp (-(Complex.I * k * r)) • ((U ^ (-r)).val * H r 0) := by
    refine finsum_eq_sum_of_support_subset _ fun r hr => ?_
    rw [Function.mem_support] at hr
    rw [Finset.mem_coe, Finset.mem_Icc, ← abs_le]
    by_contra hlt
    refine hr ?_
    rw [hN r 0 (by rw [sub_zero]; exact not_le.mp hlt), mul_zero, smul_zero]
  funext R
  let g : Matrix n n ℂ →+ (n → ℂ) :=
    { toFun := fun A => Complex.exp (Complex.I * k * R) • ((U ^ R).val *ᵥ (A *ᵥ c))
      map_zero' := by simp only [Matrix.zero_mulVec, Matrix.mulVec_zero, smul_zero]
      map_add' := fun A B => by simp only [Matrix.add_mulVec, Matrix.mulVec_add, smul_add] }
  rw [hop_eq_sum hN, hB]
  refine Eq.trans ?_ (map_sum g (fun r : ℤ => Complex.exp (-(Complex.I * k * r)) •
    ((U ^ (-r)).val * H r 0)) (Finset.Icc (-N) N)).symm
  refine Finset.sum_congr rfl fun r _ => ?_
  change H R (R - r) *ᵥ (Complex.exp (Complex.I * k * ((R - r : ℤ) : ℂ)) •
      ((U ^ (R - r)).val *ᵥ c)) = Complex.exp (Complex.I * k * R) • ((U ^ R).val *ᵥ
      ((Complex.exp (-(Complex.I * k * r)) • ((U ^ (-r)).val * H r 0)) *ᵥ c))
  -- covariance carries the hopping back to the column of site 0
  have hc := h.shift (R - r) r 0
  rw [show r + (R - r) = R by ring, zero_add] at hc
  have key : H R (R - r) * (U ^ (R - r)).val = (U ^ R).val * ((U ^ (-r)).val * H r 0) := by
    rw [hc, mul_assoc, ← Units.val_mul, ← zpow_add, neg_add_cancel, zpow_zero,
      Units.val_one, mul_one, ← mul_assoc, ← Units.val_mul, ← zpow_add, ← sub_eq_add_neg]
  have hexp : Complex.exp (Complex.I * k * ((R - r : ℤ) : ℂ))
      = Complex.exp (Complex.I * k * R) * Complex.exp (-(Complex.I * k * r)) := by
    rw [← Complex.exp_add]
    congr 1
    push_cast
    ring
  simp only [Matrix.mulVec_smul, Matrix.smul_mulVec, Matrix.mulVec_mulVec, smul_smul, key, hexp]
```

Q: So the equivalence is now a matter of reading off the amplitude?

A: Yes. In `generalised_bloch` the forward direction evaluates the equation at site 0, where both the phase and the power of $U$ are 1. The backward direction puts $H(k)c=Ec$ into the wave and moves the scalar $E$ to the front.

```lean
/-- For a spiral hopping, the spiral wave `ψ(R) = exp(i k R) U^R c` solves `H ψ = E ψ` on the whole
lattice exactly when `H(k) c = E c`. -/
theorem generalised_bloch (h : IsSpiral U H) (k : ℝ) (E : ℂ) (c : n → ℂ) :
    hop H (spiralWave U k c) = E • spiralWave U k c ↔ blochMatrix U H k *ᵥ c = E • c := by
  rw [hop_spiralWave h]
  constructor
  · intro he
    -- at site 0 the wave equals its amplitude
    simpa [spiralWave] using congrFun he 0
  · intro he
    funext R
    rw [he]
    simp only [spiralWave, Pi.smul_apply, Matrix.mulVec_smul]
    exact smul_comm _ _ _
```

Q: The Lean name `generalised_bloch` promises more to me. In a textbook, Bloch's theorem tells me that the eigenstates can be chosen in this form.

A: This theorem starts from a wave that already has the spiral form and says exactly when it solves the equation. That the eigenstates can be chosen so needs a separate argument about the combined shift and rotation.

Q: With $c=0$ the equivalence is trivial. Where are the energies?

A: In `secular_equation`, which asks for a nonzero amplitude. A spiral wave with wave number $k$ and energy $E$ then exists exactly when $\det(H(k)-E)=0$. The proof applies the equivalence for each $c$ and uses the fact that a square matrix has a nonzero null vector exactly when its determinant vanishes.

```lean
/-- For a spiral hopping, a spiral wave of wave number `k` with nonzero amplitude and
energy `E` exists exactly when `det (H(k) - E) = 0`. -/
theorem secular_equation (h : IsSpiral U H) (k : ℝ) (E : ℂ) :
    (∃ c : n → ℂ, c ≠ 0 ∧ hop H (spiralWave U k c) = E • spiralWave U k c) ↔
      (blochMatrix U H k - E • (1 : Matrix n n ℂ)).det = 0 := by
  rw [← Matrix.exists_mulVec_eq_zero_iff]
  refine exists_congr fun c => and_congr_right fun _ => ?_
  rw [generalised_bloch h, Matrix.sub_mulVec, Matrix.smul_mulVec, Matrix.one_mulVec,
    sub_eq_zero]
```

For a non-interacting electron on such a chain, or one in a fixed mean field, this gives the spiral-wave energies at each $k$ from a matrix of the size of one site, whatever the pitch of the spiral.

Q: Could the assumptions secretly force $H$ to be periodic in the ordinary sense, with the same matrix at every site?

A: No, and a two-component example settles it. Take $U=\mathrm{diag}(1,i)$, which is a quarter turn about the $z$ axis up to a phase.

```lean
/-- The spin matrix `diag(1, i)`, a quarter turn about the z axis up to a phase. -/
def quarterTurn : (Matrix (Fin 2) (Fin 2) ℂ)ˣ where
  val := !![1, 0; 0, Complex.I]
  inv := !![1, 0; 0, -Complex.I]
  val_inv := by ext i j; fin_cases i <;> fin_cases j <;> simp [Matrix.mul_apply]
  inv_val := by ext i j; fin_cases i <;> fin_cases j <;> simp [Matrix.mul_apply]
```

The on-site and nearest-neighbour terms are $U^R\sigma_xU^{-R'}$, where $\sigma_x$ is the Pauli matrix.

```lean
/-- On-site and nearest-neighbour spin-flip terms `U^R σx U^(-R')`, with `U` the quarter turn. -/
def flipHopping (R R' : ℤ) : Matrix (Fin 2) (Fin 2) ℂ :=
  if |R - R'| ≤ 1 then (quarterTurn ^ R).val * !![0, 1; 1, 0] * (quarterTurn ^ (-R')).val else 0
```

At site 0 the on-site term is $\sigma_x$; at site 1 it is $U\sigma_xU^{-1}=\sigma_y$. The field has turned from $x$ to $y$. The theorem `isSpiral_witness` verifies the range and the symmetry, then tells the two on-site terms apart by the real parts of their upper right entries, $-i$ and $1$.

```lean
/-- The spin-flip hopping is a spiral hopping for the quarter turn, and its on-site terms
at sites 0 and 1 differ. -/
theorem isSpiral_witness :
    IsSpiral quarterTurn flipHopping ∧ flipHopping 1 1 ≠ flipHopping 0 0 := by
  refine ⟨⟨⟨1, fun R R' h => if_neg (not_le.mpr h)⟩, fun R R' => ?_⟩, fun h => ?_⟩
  · unfold flipHopping
    rw [show R + 1 - (R' + 1) = R - R' by ring]
    split_ifs
    · rw [add_comm R 1, zpow_one_add, neg_add, zpow_add, zpow_neg_one, Units.val_mul,
        Units.val_mul]
      simp only [mul_assoc]
    · simp only [mul_zero, zero_mul]
  · have h1 : flipHopping 1 1
        = !![1, 0; 0, Complex.I] * !![0, 1; 1, 0] * !![1, 0; 0, -Complex.I] := by
      simp only [flipHopping, sub_self, abs_zero, zero_le_one, if_true, zpow_one, zpow_neg_one]
      rfl
    have h0 : flipHopping 0 0 = !![0, 1; 1, 0] := by
      simp only [flipHopping, sub_self, abs_zero, zero_le_one, if_true, neg_zero, zpow_zero,
        Units.val_one, one_mul, mul_one]
    rw [h1, h0] at h
    -- compare the upper right entries, `-i` and `1`
    have e := congrArg Complex.re (congrFun (congrFun h 0) 1)
    simp [Matrix.mul_apply, Fin.sum_univ_two] at e

end

end SpinSpiralBloch
```

Q: This example repeats after four sites, though.

A: It does, so a supercell would also work there. The general theorems place no condition on the angle, and they apply equally to a pitch that never repeats.

Q: Then what is left between this and a real material?

A: The step from the material's electronic Hamiltonian to a finite-range matrix on a chain that has the spiral symmetry, written in orthonormal localised orbitals. Spin–orbit coupling must be negligible or compatible with that symmetry. With overlapping orbitals, an overlap matrix would appear next to $E$. That reduction, and how good it is, has to be justified for each material.

```lean
#print axioms SpinSpiralBloch.hop_spiralWave
#print axioms SpinSpiralBloch.secular_equation
```

```
'SpinSpiralBloch.hop_spiralWave' depends on axioms: [propext, Classical.choice, Quot.sound]
'SpinSpiralBloch.secular_equation' depends on axioms: [propext, Classical.choice, Quot.sound]
```
